# Ground-state kinetic energy in a hard-wall cube grows at most as $V^{-2/3}$ when the nuclei scale with the cube

Suppose that electrons in a cube can take only two shapes, $a$ and $b$. In the cube of side 1, shape $a$ has kinetic energy $1$ and Coulomb energy $-2$, and shape $b$ has $2$ and $-4$. Rescale the cube and everything in it to side $1/x$. Kinetic energies are multiplied by $x^2$ and Coulomb energies by $x$, so the totals are

$$E_a=x(x-2),\qquad E_b=2x(x-2).$$

For $x<2$ shape $b$ has the lower energy, for $x>2$ shape $a$. Compression can therefore switch the ground state only to the shape with less kinetic energy at unit size. At such a switch the kinetic energy is multiplied by less than the factor $(y/x)^2$ that a rigid rescaling from $x$ to $y$ would give, and it can even fall.

The same comparison gives a bound for $N$ interacting electrons. Let $\psi_1,\psi_2$ be ground states in cubes of volumes $V_1>V_2>0$, with clamped nuclei at fixed fractional positions. With $T$ the kinetic and $U$ the electrons' Coulomb energy,

$$T(\psi_2)\le\left(\frac{V_1}{V_2}\right)^{2/3}T(\psi_1),\qquad U(\psi_2)\ge\left(\frac{V_1}{V_2}\right)^{1/3}U(\psi_1).$$

For electronic-structure work on uniform compression, this bounds the exact kinetic energy at one volume by its value at a larger one, for finitely many electrons between hard walls.

```lean
import Mathlib

open MeasureTheory

namespace KineticEnergyUnderCompression

noncomputable section
```

## Electrons, energies and ground states

A configuration $r=(r_1,\dots,r_N)$ is a point of a space of dimension $d=3N$.

```lean
/-- Positions of `N` electrons in three-dimensional space. -/
abbrev Config (N : ℕ) := Fin N → EuclideanSpace ℝ (Fin 3)
```

The wave function has one complex amplitude $\psi_s(r)$ for each spin assignment $s$, and $\|\psi(r)\|^2$ is the sum of $|\psi_s(r)|^2$ over $s$.

```lean
/-- Wave functions of `N` spin-1/2 electrons: one complex amplitude for each spin assignment. -/
abbrev Wave (N : ℕ) := Config N → EuclideanSpace ℂ (Fin N → Fin 2)
```

The derivative $\partial_{ik}\psi$ is taken along the line that moves electron $i$ in direction $k$.

```lean
variable {N M : ℕ}

/-- The partial derivative of `ψ` in coordinate `k` of electron `i`. -/
def partialD (ψ : Wave N) (i : Fin N) (k : Fin 3) (r : Config N) :
    EuclideanSpace ℂ (Fin N → Fin 2) :=
  deriv (fun s : ℝ => ψ (r + s • (Pi.single i (EuclideanSpace.single k (1 : ℝ)) : Config N))) 0
```

In atomic units, $T(\psi)=\tfrac12\int\sum_{i,k}\|\partial_{ik}\psi\|^2\,dr$.

```lean
/-- The kinetic energy, in atomic units: half the integral of the squared gradient. -/
def kinetic (ψ : Wave N) : ℝ :=
  1 / 2 * ∫ r : Config N, ∑ i, ∑ k, ‖partialD ψ i k r‖ ^ 2
```

Nucleus $a$ has charge $Z_a$ and sits at $LR_a$ in the cube of side $L$, so that $R_a$ is its fractional position. The Coulomb function is

$$W_L(r)=\sum_{i<j}\frac1{|r_i-r_j|}-\sum_{i,a}\frac{Z_a}{|r_i-LR_a|}.$$

The repulsion between the nuclei is left out: at fixed $L$ it is a constant and does not affect the minimizer.

```lean
/-- Electron repulsion plus attraction to nuclei of charges `Z` at positions `L • R a`,
for configurations in which no two particles coincide. -/
def coulomb (Z : Fin M → ℝ) (R : Fin M → EuclideanSpace ℝ (Fin 3)) (L : ℝ)
    (r : Config N) : ℝ :=
  (∑ i, ∑ j ∈ Finset.Ioi i, 1 / ‖r i - r j‖) - ∑ i, ∑ a, Z a / ‖r i - L • R a‖
```

Its expectation value is $U_L(\psi)=\int W_L\|\psi\|^2\,dr$.

```lean
/-- The expectation value of the electrons' Coulomb energy. -/
def potential (Z : Fin M → ℝ) (R : Fin M → EuclideanSpace ℝ (Fin 3)) (L : ℝ)
    (ψ : Wave N) : ℝ :=
  ∫ r : Config N, coulomb Z R L r * ‖ψ r‖ ^ 2
```

Admissible states are normalized, vanish outside the cube and change sign under odd permutations of the electrons, positions and spins together. They are also Lipschitz. This admits Coulomb cusps, while the derivatives still exist almost everywhere and the kinetic integral has its usual meaning.

```lean
/-- Lipschitz, normalized, antisymmetric wave functions that vanish outside a cube of side `L`. -/
structure Admissible (L : ℝ) (ψ : Wave N) : Prop where
  lipschitz : ∃ K : ℝ, ∀ r r', ‖ψ r - ψ r'‖ ≤ K * ‖r - r'‖
  confined : ∀ r, ψ r ≠ 0 → ∀ i k, 0 ≤ (r i).ofLp k ∧ (r i).ofLp k ≤ L
  normalized : ∫ r : Config N, ‖ψ r‖ ^ 2 = 1
  antisymmetric : ∀ (σ : Equiv.Perm (Fin N)) (r : Config N) (s : Fin N → Fin 2),
    (ψ (r ∘ σ)).ofLp (s ∘ σ) = ((Equiv.Perm.sign σ : ℤ) : ℂ) * (ψ r).ofLp s
```

A ground state minimizes $T+U_L$ over this class. It need not be unique. That one exists is a hypothesis of the final theorem, which takes both ground states as given.

```lean
/-- A ground state minimizes kinetic plus Coulomb energy among the admissible states. -/
def IsGroundState (Z : Fin M → ℝ) (R : Fin M → EuclideanSpace ℝ (Fin 3)) (L : ℝ)
    (ψ : Wave N) : Prop :=
  Admissible L ψ ∧ ∀ φ : Wave N, Admissible L φ →
    kinetic ψ + potential Z R L ψ ≤ kinetic φ + potential Z R L φ
```

The normalized dilation by $c>0$ is $(D_c\psi)(r)=c^{d/2}\psi(cr)$. In the code $d$ appears as `Module.finrank ℝ (Config N)`.

```lean
/-- The dilated wave function `c^(d/2) ψ(c r)`, with `d` the dimension of configuration space
and `c` positive. -/
def dilate (c : ℝ) (ψ : Wave N) : Wave N :=
  fun r => √(c ^ Module.finrank ℝ (Config N)) • ψ (c • r)
```

## Two variational inequalities fix the order

Let state 1 be at least as good as state 2 at scale $x$, and state 2 at least as good as state 1 at scale $y$, with $0<x<y$. Dividing the two inequalities by $x$ and $y$ gives

$$xt_1+u_1\le xt_2+u_2,\qquad yt_2+u_2\le yt_1+u_1.$$

Their sum is $(y-x)t_2\le(y-x)t_1$, hence $t_2\le t_1$. The first inequality then yields $u_1-u_2\le x(t_2-t_1)\le0$. In the proof, `h₁'` and `h₂'` are the divided inequalities and `ht` is the result of adding them.

```lean
/-- If each of two states is at least as good as the other at its own scale, `0 < x < y`, then the
state at `y` has no higher `t` and no lower `u` than the state at `x`. -/
theorem exchange {x y t₁ t₂ u₁ u₂ : ℝ} (hx : 0 < x) (hxy : x < y)
    (h₁ : x ^ 2 * t₁ + x * u₁ ≤ x ^ 2 * t₂ + x * u₂)
    (h₂ : y ^ 2 * t₂ + y * u₂ ≤ y ^ 2 * t₁ + y * u₁) : t₂ ≤ t₁ ∧ u₁ ≤ u₂ := by
  -- divide each inequality by its scale, then add
  have h₁' : x * t₁ + u₁ ≤ x * t₂ + u₂ :=
    le_of_mul_le_mul_left (by linear_combination h₁) hx
  have h₂' : y * t₂ + u₂ ≤ y * t₁ + u₁ :=
    le_of_mul_le_mul_left (by linear_combination h₂) (hx.trans hxy)
  have ht : t₂ ≤ t₁ :=
    le_of_mul_le_mul_left (by linear_combination h₁' + h₂') (sub_pos.2 hxy)
  exact ⟨ht, by linarith [mul_le_mul_of_nonneg_left ht hx.le]⟩
```

If $p$ and $q$ are minimizers over any set $S$, each may be compared with the other, and these comparisons are the two inequalities just used. Nothing is required of $S$, $t$ or $u$ beyond the existence of $p$ and $q$.

```lean
/-- For `0 < x < y`, let `p` minimize `x² t + x u` and `q` minimize `y² t + y u` over `S`.
Then `t q ≤ t p` and `u p ≤ u q`. -/
theorem minimizers_monotone {α : Type*} {S : Set α} {t u : α → ℝ} {x y : ℝ} {p q : α}
    (hx : 0 < x) (hxy : x < y) (hpS : p ∈ S) (hqS : q ∈ S)
    (hp : IsMinOn (fun s => x ^ 2 * t s + x * u s) S p)
    (hq : IsMinOn (fun s => y ^ 2 * t s + y * u s) S q) : t q ≤ t p ∧ u p ≤ u q :=
  exchange hx hxy (isMinOn_iff.1 hp q hqS) (isMinOn_iff.1 hq p hpS)
```

## How dilation changes each energy

Substituting $r'=cr$ gives $c^d\int f(cr)\,dr=\int f(r')\,dr'$.

```lean
/-- Change of variables `r ↦ c r`, `c > 0`, in an integral over configuration space. -/
theorem integral_dilate {c : ℝ} (hc : 0 < c) (f : Config N → ℝ) :
    c ^ Module.finrank ℝ (Config N) * ∫ r, f (c • r) = ∫ r, f r := by
  have hd : 0 < c ^ Module.finrank ℝ (Config N) := by positivity
  rw [Measure.integral_comp_smul, abs_of_pos (inv_pos.2 hd), smul_eq_mul,
    mul_inv_cancel_left₀ hd.ne']
```

Squaring the prefactor of $D_c$ gives $\|(D_c\psi)(r)\|^2=c^d\|\psi(cr)\|^2$.

```lean
/-- Dilation by `c > 0` multiplies the density at the dilated point by `c^d`. -/
theorem density_dilate {c : ℝ} (hc : 0 < c) (ψ : Wave N) (r : Config N) :
    ‖dilate c ψ r‖ ^ 2 = c ^ Module.finrank ℝ (Config N) * ‖ψ (c • r)‖ ^ 2 := by
  rw [dilate, norm_smul, mul_pow, Real.norm_eq_abs, sq_abs, Real.sq_sqrt (by positivity)]
```

By the chain rule, $\partial_{ik}(D_c\psi)(r)=c^{d/2}\,c\,(\partial_{ik}\psi)(cr)$. The proof treats separately the points where the derivative does not exist. Lean's `deriv` is zero there, and since the prefactor is nonzero, both sides vanish together.

```lean
/-- For `c > 0`, each partial derivative of the dilated wave function at `r` is `c^(d/2) c` times
that of `ψ` at `c r`. -/
theorem partialD_dilate {c : ℝ} (hc : 0 < c) (ψ : Wave N) (i : Fin N) (k : Fin 3)
    (r : Config N) : partialD (dilate c ψ) i k r =
      (√(c ^ Module.finrank ℝ (Config N)) * c) • partialD ψ i k (c • r) := by
  have ha : √(c ^ Module.finrank ℝ (Config N)) ≠ 0 := by positivity
  unfold partialD dilate
  generalize √(c ^ Module.finrank ℝ (Config N)) = a at ha ⊢
  generalize (Pi.single i (EuclideanSpace.single k (1 : ℝ)) : Config N) = e
  have hg := deriv_comp_mul_left c (fun s : ℝ => ψ (c • r + s • e)) 0
  rw [mul_zero] at hg
  simp only [smul_add, smul_smul]
  rw [mul_smul, ← hg]
  by_cases h : DifferentiableAt ℝ (fun s : ℝ => ψ (c • r + (c * s) • e)) 0
  · exact (h.hasDerivAt.const_smul a).deriv
  · -- a nonzero factor does not create differentiability
    have h' : ¬ DifferentiableAt ℝ (fun s : ℝ => a • ψ (c • r + (c * s) • e)) 0 := by
      intro H
      apply h
      have hinv : (fun s : ℝ => ψ (c • r + (c * s) • e)) =
          fun s : ℝ => a⁻¹ • (a • ψ (c • r + (c * s) • e)) := by
        funext s
        rw [inv_smul_smul₀ ha]
      rw [hinv]
      exact H.const_smul a⁻¹
    rw [deriv_zero_of_not_differentiableAt h, deriv_zero_of_not_differentiableAt h', smul_zero]
```

Squaring this and summing over $i$ and $k$ produces $c^2c^d$ times the squared gradient at $cr$. The change of variables absorbs $c^d$, leaving

$$T(D_c\psi)=c^2T(\psi).$$

```lean
/-- Dilation by `c > 0` multiplies the kinetic energy by `c²`. -/
theorem kinetic_dilate {c : ℝ} (hc : 0 < c) (ψ : Wave N) :
    kinetic (dilate c ψ) = c ^ 2 * kinetic ψ := by
  have h : ∀ r : Config N, (∑ i, ∑ k, ‖partialD (dilate c ψ) i k r‖ ^ 2) =
      c ^ 2 * (c ^ Module.finrank ℝ (Config N) *
        ∑ i, ∑ k, ‖partialD ψ i k (c • r)‖ ^ 2) := by
    intro r
    simp only [Finset.mul_sum]
    refine Finset.sum_congr rfl fun i _ => Finset.sum_congr rfl fun k _ => ?_
    rw [partialD_dilate hc, norm_smul, mul_pow, Real.norm_eq_abs, sq_abs, mul_pow,
      Real.sq_sqrt (by positivity)]
    ring
  unfold kinetic
  simp_rw [h]
  rw [integral_const_mul, integral_const_mul,
    integral_dilate hc (fun r => ∑ i, ∑ k, ‖partialD ψ i k r‖ ^ 2)]
  ring
```

Every distance in $W_{cL}(cr)$ is $c$ times the corresponding distance in $W_L(r)$, because the nuclei move with the cube. Hence $W_L(r)=c\,W_{cL}(cr)$, which is `hW` in the proof. Combined with the density formula and the change of variables, it gives

$$U_L(D_c\psi)=c\,U_{cL}(\psi).$$

```lean
/-- Dilation by `c > 0` from the cube of side `c L` to that of side `L`, nuclei included,
multiplies the Coulomb energy by `c`. -/
theorem potential_dilate {c : ℝ} (hc : 0 < c) (Z : Fin M → ℝ)
    (R : Fin M → EuclideanSpace ℝ (Fin 3)) (L : ℝ) (ψ : Wave N) :
    potential Z R L (dilate c ψ) = c * potential Z R (c * L) ψ := by
  have key : ∀ (z : ℝ) (v : EuclideanSpace ℝ (Fin 3)), z / ‖v‖ = c * (z / ‖c • v‖) := by
    intro z v
    rw [norm_smul, Real.norm_of_nonneg hc.le, ← mul_div_assoc, mul_div_mul_left _ _ hc.ne']
  -- the Coulomb potential is homogeneous of degree -1
  have hW : ∀ r : Config N, coulomb Z R L r = c * coulomb Z R (c * L) (c • r) := by
    intro r
    simp only [coulomb, mul_sub, Finset.mul_sum]
    congr 1 <;> refine Finset.sum_congr rfl fun i _ => Finset.sum_congr rfl fun j _ => ?_ <;>
      rw [key] <;> simp only [Pi.smul_apply, smul_sub, mul_smul]
  have h : ∀ r : Config N, coulomb Z R L r * ‖dilate c ψ r‖ ^ 2 =
      c * (c ^ Module.finrank ℝ (Config N) *
        (coulomb Z R (c * L) (c • r) * ‖ψ (c • r)‖ ^ 2)) := by
    intro r
    rw [hW, density_dilate hc]
    ring
  unfold potential
  simp_rw [h]
  rw [integral_const_mul, integral_const_mul,
    integral_dilate hc (fun r => coulomb Z R (c * L) r * ‖ψ r‖ ^ 2)]
```

The dilated state must also be allowed in the new cube. If $\psi$ is admissible for side $cL$, then $D_c\psi$ is admissible for side $L$:

- A Lipschitz constant $K$ becomes $c^{d/2}Kc$.
- If $D_c\psi$ is nonzero at $r$, the coordinates of $cr$ lie between $0$ and $cL$, so those of $r$ lie between $0$ and $L$.
- The norm is preserved by the change of variables.
- Antisymmetry survives because scaling commutes with permuting the electrons.

```lean
/-- Dilation by `c > 0` carries admissible states of the cube of side `c L` to admissible
states of the cube of side `L`. -/
theorem admissible_dilate {c L : ℝ} (hc : 0 < c) {ψ : Wave N} (h : Admissible (c * L) ψ) :
    Admissible L (dilate c ψ) where
  lipschitz := by
    obtain ⟨K, hK⟩ := h.lipschitz
    refine ⟨√(c ^ Module.finrank ℝ (Config N)) * (K * c), fun r r' => ?_⟩
    have h1 := hK (c • r) (c • r')
    rw [← smul_sub, norm_smul, Real.norm_of_nonneg hc.le] at h1
    rw [dilate, dilate, ← smul_sub, norm_smul, Real.norm_of_nonneg (Real.sqrt_nonneg _)]
    linarith [mul_le_mul_of_nonneg_left h1
      (Real.sqrt_nonneg (c ^ Module.finrank ℝ (Config N)))]
  confined := by
    intro r hr i k
    have h0 : ψ (c • r) ≠ 0 := fun h0 => hr (by rw [dilate, h0, smul_zero])
    have h1 : 0 ≤ c * (r i).ofLp k ∧ c * (r i).ofLp k ≤ c * L := h.confined _ h0 i k
    exact ⟨(mul_nonneg_iff_of_pos_left hc).1 h1.1, le_of_mul_le_mul_left h1.2 hc⟩
  normalized := by
    simp_rw [density_dilate hc]
    rw [integral_const_mul, integral_dilate hc (fun r => ‖ψ r‖ ^ 2), h.normalized]
  antisymmetric := by
    intro σ r s
    have h1 := h.antisymmetric σ (c • r) s
    change (_ • ψ ((c • r) ∘ σ)).ofLp (s ∘ σ) = _ * (_ • ψ (c • r)).ofLp s
    rw [PiLp.smul_apply, PiLp.smul_apply, h1, mul_smul_comm]
```

## Each ground state tests the other

Put $L_i=V_i^{1/3}$, $T_i=T(\psi_i)$ and $U_i=U_{L_i}(\psi_i)$. Dilating $\psi_2$ by $c=L_2/L_1$ gives a trial state for the larger cube, so

$$T_1+U_1\le\left(\frac{L_2}{L_1}\right)^2T_2+\frac{L_2}{L_1}U_2.$$

The same inequality holds with 1 and 2 interchanged. Now set $x=1/L_1$, $y=1/L_2$, $t_i=L_i^2T_i$ and $u_i=L_iU_i$. These are the energies of the two shapes rescaled to the unit cube, and the two inequalities become the hypotheses of `exchange`. Therefore

$$L_2^2T_2\le L_1^2T_1,\qquad L_1U_1\le L_2U_2.$$

Dividing by $L_2^2$ and $L_2$ and inserting $L_i=V_i^{1/3}$ gives the volume law. In the proof, `trial` is the comparison through dilation and `main` the pair of ordered quantities; `hsq` rewrites $V^{2/3}$ as $(V^{1/3})^2$.

When $U_1$ is negative, the second inequality limits how much deeper the Coulomb energy can become. The theorem is stated for uniform compression of a cube with hard walls; it does not cover periodic boundary conditions or nuclei that relax to new fractional positions.

```lean
/-- Let a cube of volume `V₁` be compressed to `V₂ > 0`, the nuclei keeping their fractional
positions. The ground-state kinetic energy grows at most by the factor `(V₁/V₂)^(2/3)`, and the
electrons' Coulomb energy is at least `(V₁/V₂)^(1/3)` times its former value. -/
theorem compression {Z : Fin M → ℝ} {R : Fin M → EuclideanSpace ℝ (Fin 3)} {V₁ V₂ : ℝ}
    {ψ₁ ψ₂ : Wave N} (hV₂ : 0 < V₂) (hV : V₂ < V₁)
    (h₁ : IsGroundState Z R (V₁ ^ (1 / 3 : ℝ)) ψ₁)
    (h₂ : IsGroundState Z R (V₂ ^ (1 / 3 : ℝ)) ψ₂) :
    kinetic ψ₂ ≤ (V₁ / V₂) ^ (2 / 3 : ℝ) * kinetic ψ₁ ∧
      (V₁ / V₂) ^ (1 / 3 : ℝ) * potential Z R (V₁ ^ (1 / 3 : ℝ)) ψ₁ ≤
        potential Z R (V₂ ^ (1 / 3 : ℝ)) ψ₂ := by
  have hV₁ : 0 < V₁ := hV₂.trans hV
  have hsq : ∀ V : ℝ, 0 < V → V ^ (2 / 3 : ℝ) = (V ^ (1 / 3 : ℝ)) ^ 2 := by
    intro V h
    rw [← Real.rpow_natCast, ← Real.rpow_mul h.le]
    norm_num
  rw [Real.div_rpow hV₁.le hV₂.le, Real.div_rpow hV₁.le hV₂.le, hsq _ hV₁, hsq _ hV₂]
  have hL₂ : 0 < V₂ ^ (1 / 3 : ℝ) := Real.rpow_pos_of_pos hV₂ _
  have hL : V₂ ^ (1 / 3 : ℝ) < V₁ ^ (1 / 3 : ℝ) :=
    Real.rpow_lt_rpow hV₂.le hV (by norm_num)
  generalize V₁ ^ (1 / 3 : ℝ) = L₁ at *
  generalize V₂ ^ (1 / 3 : ℝ) = L₂ at *
  have hL₁ : 0 < L₁ := hL₂.trans hL
  -- a dilated state of one cube is a trial state for the other
  have trial : ∀ {L L' : ℝ} {ψ φ : Wave N}, 0 < L → 0 < L' → IsGroundState Z R L ψ →
      Admissible L' φ → kinetic ψ + potential Z R L ψ ≤
        (L' / L) ^ 2 * kinetic φ + L' / L * potential Z R L' φ := by
    intro L L' ψ φ h h' hψ hφ
    have hc : 0 < L' / L := div_pos h' h
    have e : L' / L * L = L' := div_mul_cancel₀ _ h.ne'
    have h3 := hψ.2 (dilate (L' / L) φ) (admissible_dilate hc (by rwa [e]))
    rwa [kinetic_dilate hc, potential_dilate hc, e] at h3
  have main : L₂ ^ 2 * kinetic ψ₂ ≤ L₁ ^ 2 * kinetic ψ₁ ∧
      L₁ * potential Z R L₁ ψ₁ ≤ L₂ * potential Z R L₂ ψ₂ := by
    apply exchange (x := 1 / L₁) (y := 1 / L₂) (by positivity)
      (one_div_lt_one_div_of_lt hL₂ hL)
    · convert trial hL₁ hL₂ h₁ h₂.1 using 1 <;> field_simp
    · convert trial hL₂ hL₁ h₂ h₁.1 using 1 <;> field_simp
  constructor
  · rw [div_mul_eq_mul_div, le_div_iff₀ (by positivity)]
    linarith [main.1]
  · rw [div_mul_eq_mul_div, div_le_iff₀ hL₂]
    linarith [main.2]

end

end KineticEnergyUnderCompression
```

```lean
#print axioms KineticEnergyUnderCompression.minimizers_monotone
#print axioms KineticEnergyUnderCompression.compression
```

```
'KineticEnergyUnderCompression.minimizers_monotone' depends on axioms: [propext, Classical.choice, Quot.sound]
'KineticEnergyUnderCompression.compression' depends on axioms: [propext, Classical.choice, Quot.sound]
```

## Sobolev states, and a change of coupling

The admissible states could have been taken from the Sobolev space $H^1_0$ of the cube's configuration space, with weak derivatives in the kinetic energy. The scaling argument would be the same. The existence of a ground state could then be derived by a compactness argument instead of being assumed, but the formal development would have to carry weak derivatives throughout.

The exchange argument also orders ground states in a cube of fixed size when the Coulomb energy is multiplied by a coupling $\lambda>0$. Dividing $x^2t+xu$ by $x^2$ gives $t+\lambda u$ with $\lambda=1/x$. A stronger coupling therefore never lowers the kinetic energy $t$ of the minimizer and never raises its $u$. Compression at fixed coupling acts on the rescaled shape as a weakening of the coupling does.
